# The bonding-state energy of two delta wells has a positive slope in their separation

In one dimension, one electron is held by two equal attractive delta wells of strength a at distance R, and in units with ħ = m = 1 its bonding state has energy -q²/2, where the decay constant q appears on both sides of its own equation. The modelling choice is how to hand this q to Lean. Here q is any function of a and R that satisfies the equation for positive a and R. Neither continuity nor smoothness is assumed, so differentiability has to be proved before any slope can be computed.

## From the wells to a condition on q

```lean
import Mathlib

open Real Set Filter Topology

namespace DoubleDeltaMolecule

noncomputable section
```

In units with ħ = m = 1, the Hamiltonian is

H = -½ d²/dz² - a δ(z - R/2) - a δ(z + R/2).

The bonding state is a sum of two decaying exponentials,

ψ(z) = exp(-q|z - R/2|) + exp(-q|z + R/2|), with q > 0.

Away from the wells this solves the Schrödinger equation with energy -q²/2. At each well the slope of ψ must jump by -2aψ. The actual jump is -2q, and the value of ψ there is 1 + exp(-qR). Hence

q = a(1 + exp(-qR)).

The Lean development starts from this last equation; the passage from the Hamiltonian to it is the step that rests on the derivation above. Note the letters: a is a strength, not a length, and q is often written κ in textbooks.

```lean
/-- A function `q a R` is a bonding branch if it solves the bonding condition
`q = a (1 + exp (-q R))` for all positive well strengths `a` and separations `R`. -/
def BondingBranch (q : ℝ → ℝ → ℝ) : Prop :=
  ∀ a R, 0 < a → 0 < R → q a R = a * (1 + exp (-(q a R * R)))
```

The type `ℝ → ℝ → ℝ` describes a function of two real numbers, and `q a R` is Lean's way of writing q(a, R). A `Prop` is a statement, so `BondingBranch q` says of a given function q: for all a and R, if a > 0 and R > 0, then the bonding condition holds. For other arguments q may take any value.

```lean
/-- The energy `-q² / 2` belonging to the decay constant `q a R`. -/
def energy (q : ℝ → ℝ → ℝ) (a R : ℝ) : ℝ := -(q a R) ^ 2 / 2
```

This is E(a, R) = -q(a, R)²/2, with the square taken before the sign. The docstrings below call it the bonding energy: it is the negative energy of the bonding state, not the positive energy needed to pull the wells apart. It is the energy of the electron alone; a repulsion between the wells, as between nuclei in a molecule, would be a separate term.

## A solution exists, and there is only one

```lean
/-- A bonding branch exists. -/
theorem exists_bondingBranch : ∃ q, BondingBranch q := by
  have h : ∀ a R : ℝ, ∃ k : ℝ, 0 < a → 0 < R → k = a * (1 + exp (-(k * R))) := by
    intro a R
    by_cases h : 0 < a ∧ 0 < R
    · obtain ⟨ha, hR⟩ := h
      have hc : ContinuousOn (fun k : ℝ => k - a * (1 + exp (-(k * R)))) (Icc 0 (2 * a)) := by
        fun_prop
      have he : exp (-(2 * a * R)) ≤ 1 :=
        exp_le_one_iff.mpr (neg_nonpos.mpr (by positivity))
      -- the mismatch changes sign between 0 and 2a
      obtain ⟨k, -, hk⟩ := intermediate_value_Icc (by positivity : (0 : ℝ) ≤ 2 * a) hc
        (show (0 : ℝ) ∈ Icc _ _ from
          ⟨by simp; linarith, by nlinarith [mul_le_mul_of_nonneg_left he ha.le]⟩)
      exact ⟨k, fun _ _ => sub_eq_zero.mp hk⟩
    · exact ⟨0, fun ha hR => absurd ⟨ha, hR⟩ h⟩
  choose q hq using h
  exact ⟨q, hq⟩
```

The theorem says that some function q is a bonding branch, so the later results are about something. By hand, fix positive a and R and consider the mismatch

f(k) = k - a(1 + exp(-kR)).

At k = 0 it equals -2a, which is negative. At k = 2a it equals a(1 - exp(-2aR)), which is not negative. Since f is continuous, it vanishes somewhere between, and `intermediate_value_Icc` supplies that zero. When a or R is not positive, the proof picks the value 0. The command `choose` then collects the selected numbers into one function.

```lean
/-- Solutions of the reduced condition `x = s (1 + exp (-x))` at positive `s` and `t`
differ by at most `2 |s - t|`. -/
theorem reduced_lipschitz {x y s t : ℝ} (hs : 0 < s) (ht : 0 < t)
    (hx : x = s * (1 + exp (-x))) (hy : y = t * (1 + exp (-y))) :
    |x - y| ≤ 2 * |s - t| := by
  have aux : ∀ x y s t : ℝ, 0 < s → 0 < t → x = s * (1 + exp (-x)) →
      y = t * (1 + exp (-y)) → x - y ≤ 2 * |s - t| := by
    intro x y s t hs ht hx hy
    rcases le_total x y with h | h
    · linarith [abs_nonneg (s - t)]
    · have hx0 : 0 < s * (1 + exp (-x)) := by positivity
      have h1 : exp (-x) ≤ 1 := exp_le_one_iff.mpr (by linarith)
      have h2 : exp (-x) ≤ exp (-y) := exp_le_exp.mpr (by linarith)
      have h3 := mul_nonneg ht.le (sub_nonneg.mpr h2)
      have h4 := mul_le_mul_of_nonneg_right (le_abs_self (s - t))
        (by positivity : 0 ≤ 1 + exp (-x))
      have h5 := mul_nonneg (abs_nonneg (s - t)) (sub_nonneg.mpr h1)
      linarith
  exact abs_sub_le_iff.mpr
    ⟨aux x y s t hs ht hx hy, by rw [abs_sub_comm]; exact aux y x t s ht hs hy hx⟩
```

Multiplying the bonding condition by R leaves a single parameter. With x = qR and s = aR it becomes

x = s(1 + exp(-x)).

The theorem compares a solution x at s with a solution y at t. Suppose x ≥ y. Subtracting the two conditions and regrouping gives

x - y = (s - t)(1 + exp(-x)) - t(exp(-y) - exp(-x)).

The last term only lowers the right-hand side, because exp(-y) ≥ exp(-x). Since x > 0, the factor 1 + exp(-x) is at most 2. Therefore x - y ≤ 2|s - t|. If x ≤ y, this bound is immediate. The inner statement `aux` is the one-sided bound, and using it a second time with the roles exchanged gives the absolute value.

Setting s = t forces x = y. For given positive a and R the bonding condition therefore has exactly one solution q, and it is positive because the right-hand side of the condition is.

## Differentiability from the inverse function

```lean
/-- Any solution `X s` of `X = s (1 + exp (-X))` for all `s > 0` is differentiable there,
with derivative `(1 + exp (-X)) / (1 + s exp (-X))`. -/
theorem hasDerivAt_reduced {X : ℝ → ℝ} (hX : ∀ s, 0 < s → X s = s * (1 + exp (-X s)))
    {s : ℝ} (hs : 0 < s) :
    HasDerivAt X ((1 + exp (-X s)) / (1 + s * exp (-X s))) s := by
  have hc : ContinuousAt X s := by
    rw [Metric.continuousAt_iff]
    intro ε hε
    refine ⟨min s (ε / 2), lt_min hs (by positivity), ?_⟩
    intro y hy
    rw [Real.dist_eq] at hy ⊢
    have h1 := (abs_lt.mp (lt_of_lt_of_le hy (min_le_left _ _))).1
    have h2 := lt_of_lt_of_le hy (min_le_right _ _)
    have hy0 : 0 < y := by linarith
    linarith [reduced_lipschitz hy0 hs (hX y hy0) (hX s hs)]
  have hE : HasDerivAt (fun x : ℝ => 1 + exp (-x)) (-exp (-X s)) (X s) :=
    ((hasDerivAt_neg' (X s)).exp.const_add 1).congr_deriv (by ring)
  -- the inverse function s = x / (1 + exp (-x)) has non-zero slope
  have hf : HasDerivAt (fun x : ℝ => x / (1 + exp (-x)))
      ((1 + s * exp (-X s)) / (1 + exp (-X s))) (X s) := by
    refine ((hasDerivAt_id' (X s)).fun_div hE (by positivity)).congr_deriv ?_
    rw [div_eq_div_iff (by positivity) (by positivity)]
    linear_combination exp (-X s) * (1 + exp (-X s)) * hX s hs
  have hev : ∀ᶠ y in 𝓝 s, (fun x : ℝ => x / (1 + exp (-x))) (X y) = y := by
    filter_upwards [lt_mem_nhds hs] with y hy

    rw [div_eq_iff (by positivity)]
    exact hX y hy
  exact (HasDerivAt.of_local_left_inverse hc hf (by positivity) hev).congr_deriv (inv_div _ _)
```

`HasDerivAt X d s` means that X is differentiable at s and that its derivative there is d. The theorem gives, for a solution X(s) of the reduced condition,

dX/ds = (1 + exp(-X)) / (1 + s exp(-X)).

Differentiating the condition implicitly would produce this formula, but only after assuming that X has a derivative. The proof avoids the assumption by looking at the inverse function, which is explicit:

g(x) = x / (1 + exp(-x)).

Its derivative is

g′(x) = (1 + exp(-x) + x exp(-x)) / (1 + exp(-x))².

At x = X(s), replace the x in the numerator by s(1 + exp(-x)). One factor cancels, leaving

g′(x) = (1 + s exp(-x)) / (1 + exp(-x)) > 0.

In the code, `hc` is the continuity of X, obtained from the previous bound: a change in s smaller than both s and ε/2 keeps the parameter positive and changes X by less than ε. Here the letter `y` denotes a nearby value of the parameter, not a second solution. The step `hf` is the slope of g, and `hev` says that g(X(y)) = y for all y near s. From these three facts and g′ ≠ 0, `HasDerivAt.of_local_left_inverse` concludes that X is differentiable with slope 1/g′.

## Moving the wells and deepening them

```lean
/-- Response of the decay constant of a bonding branch to the separation, for positive `a` and `R`:
`dq/dR = -a q exp (-q R) / (1 + a R exp (-q R))`. -/
theorem hasDerivAt_separation {q : ℝ → ℝ → ℝ} (hq : BondingBranch q) {a R : ℝ}
    (ha : 0 < a) (hR : 0 < R) :
    HasDerivAt (fun r => q a r)
      (-(a * q a R * exp (-(q a R * R))) / (1 + a * R * exp (-(q a R * R)))) R := by
  have hc : ∀ r, a * r / a = r := fun r => mul_div_cancel_left₀ r ha.ne'
  have hX := hasDerivAt_reduced (X := fun s => q a (s / a) * (s / a)) (by
    intro s hs
    have h := hq a (s / a) ha (by positivity)
    have h' : a * (s / a) = s := mul_div_cancel₀ s ha.ne'
    linear_combination (s / a) * h + (1 + exp (-(q a (s / a) * (s / a)))) * h')
    (mul_pos ha hR)
  have hlin : HasDerivAt (fun r : ℝ => a * r) a R := by
    simpa using (hasDerivAt_id' R).const_mul a
  have h2 := HasDerivAt.comp (h := fun r : ℝ => a * r) R hX hlin
  simp only [Function.comp_def, hc] at h2
  have alg : ∀ Q e : ℝ, 0 < e → Q = a * (1 + e) →
      ((1 + e) / (1 + a * R * e) * a * R - Q * R * 1) / R ^ 2
        = -(a * Q * e) / (1 + a * R * e) := by
    intro Q e he h
    subst h
    field_simp
    ring
  -- recover q from the product q R
  refine ((h2.fun_div (hasDerivAt_id' R) hR.ne').congr_of_eventuallyEq ?_).congr_deriv
    (alg _ _ (exp_pos _) (hq a R ha hR))
  filter_upwards [lt_mem_nhds hR] with r hr
  exact (mul_div_cancel_right₀ _ hr.ne').symm
```

The notation `fun r => q a r` is the function r ↦ q(a, r), with the strength held fixed. For any bonding branch and positive a and R, it has the derivative

∂q/∂R = -a q exp(-qR) / (1 + aR exp(-qR)).

To see this, write q(a, R) = X(aR)/R and abbreviate e = exp(-qR) and D = 1 + aRe. The chain and quotient rules give

∂q/∂R = [aR(1 + e)/D - qR] / R² = [a(1 + e) - qD] / (RD).

Since a(1 + e) = q, the numerator is q - qD = -aRqe, and the factor R cancels. The proof does the same: `hX` applies the reduced result, `h2` is the chain rule, and `alg` is the algebra just shown. The final lines recover q from the product qR, which is possible because every r close to R is positive.

```lean
/-- Response of the decay constant of a bonding branch to the well strength, for positive `a` and
`R`: `dq/da = (1 + exp (-q R)) / (1 + a R exp (-q R))`. -/
theorem hasDerivAt_strength {q : ℝ → ℝ → ℝ} (hq : BondingBranch q) {a R : ℝ}
    (ha : 0 < a) (hR : 0 < R) :
    HasDerivAt (fun b => q b R)
      ((1 + exp (-(q a R * R))) / (1 + a * R * exp (-(q a R * R)))) a := by
  have hc : ∀ b, b * R / R = b := fun b => mul_div_cancel_right₀ b hR.ne'
  have hX := hasDerivAt_reduced (X := fun s => q (s / R) R * R) (by
    intro s hs
    have h := hq (s / R) R (by positivity) hR
    have h' : s / R * R = s := div_mul_cancel₀ s hR.ne'
    linear_combination R * h + (1 + exp (-(q (s / R) R * R))) * h') (mul_pos ha hR)
  have hlin : HasDerivAt (fun b : ℝ => b * R) R a := by
    simpa using (hasDerivAt_id' a).mul_const R
  have h2 := (HasDerivAt.comp (h := fun b : ℝ => b * R) a hX hlin).div_const R
  simpa only [Function.comp_def, hc] using h2
```

Now the separation is fixed and the strength varies; the running strength is called `b`, and the derivative is taken at b = a. From q(b, R) = X(bR)/R, the inner derivative R cancels the division by R:

∂q/∂a = (1 + e) / D.

Numerator and denominator are both positive, so stronger wells bind the electron more tightly.

## The slope of the energy

```lean
/-- If the decay constant `k` changes at rate `k'`, the energy `-k² / 2` changes at
rate `-k k'`. -/
theorem hasDerivAt_energy {k : ℝ → ℝ} {k' t : ℝ} (h : HasDerivAt k k' t) :
    HasDerivAt (fun s => -(k s) ^ 2 / 2) (-(k t * k')) t := by
  have e : (fun s => -(k s) ^ 2 / 2) = fun s => -(k s * k s) / 2 := by
    funext s
    ring
  rw [e]
  exact ((h.fun_mul h).fun_neg.div_const 2).congr_deriv (by ring)
```

This is the chain rule for a decay constant k depending on any one parameter t:

d(-k²/2)/dt = -k dk/dt.

It serves for both responses.

```lean
/-- For positive `a` and `R` the slope of the bonding energy in the separation is
`a q² exp (-q R) / (1 + a R exp (-q R))`, and it is strictly positive. -/
theorem energy_slope {q : ℝ → ℝ → ℝ} (hq : BondingBranch q) {a R : ℝ}
    (ha : 0 < a) (hR : 0 < R) :
    HasDerivAt (fun r => energy q a r)
      (a * q a R ^ 2 * exp (-(q a R * R)) / (1 + a * R * exp (-(q a R * R)))) R ∧
    0 < a * q a R ^ 2 * exp (-(q a R * R)) / (1 + a * R * exp (-(q a R * R))) := by
  have h0 : 0 < q a R := by
    rw [hq a R ha hR]
    positivity
  exact ⟨(hasDerivAt_energy (hasDerivAt_separation hq ha hR)).congr_deriv (by ring),
    by positivity⟩
```

The symbol `∧` means "and": the theorem gives the slope and says that it is positive. Inserting ∂q/∂R into the chain rule yields

∂E/∂R = -q ∂q/∂R = a q² exp(-qR) / (1 + aR exp(-qR)) > 0.

Every factor is positive, which is what the tactic `positivity` checks once q > 0 is known. By the mean value theorem, a positive slope at every R > 0 makes E strictly increasing in R. In this one-electron, one-dimensional model, an electron in the bonding state therefore pulls the wells together at every separation.

```lean
/-- Scaling relation between the two responses of the bonding energy, for positive `a`
and `R`: `a ∂E/∂a - R ∂E/∂R = 2 E`. -/
theorem scaling_relation {q : ℝ → ℝ → ℝ} (hq : BondingBranch q) {a R : ℝ}
    (ha : 0 < a) (hR : 0 < R) :
    a * deriv (fun b => energy q b R) a - R * deriv (fun r => energy q a r) R
      = 2 * energy q a R := by
  have alg : ∀ Q e : ℝ, 0 < e → Q = a * (1 + e) →
      a * -(Q * ((1 + e) / (1 + a * R * e))) - R * (a * Q ^ 2 * e / (1 + a * R * e))
        = 2 * (-Q ^ 2 / 2) := by
    intro Q e he h
    have hd : 1 + a * R * e ≠ 0 := by positivity
    calc a * -(Q * ((1 + e) / (1 + a * R * e))) - R * (a * Q ^ 2 * e / (1 + a * R * e))
        = -(Q * (a * (1 + e)) + R * a * Q ^ 2 * e) / (1 + a * R * e) := by ring
      _ = 2 * (-Q ^ 2 / 2) := by
        rw [← h, div_eq_iff hd]
        ring
  have h1 : HasDerivAt (fun b => energy q b R) _ a :=
    hasDerivAt_energy (hasDerivAt_strength hq ha hR)
  rw [h1.deriv, (energy_slope hq ha hR).1.deriv]
  exact alg _ _ (exp_pos _) (hq a R ha hR)

end

end DoubleDeltaMolecule
```

Here `deriv` denotes the derivative as a number. Lean assigns it the value 0 where a function has no derivative, but the earlier theorems show that both derivatives exist. With e and D as before,

a ∂E/∂a - R ∂E/∂R = -[q a(1 + e) + aRq²e] / D.

The bonding condition turns q a(1 + e) into q², so the bracket equals q²D and the result is -q² = 2E. The inner statement `alg` carries out this calculation, and the lines after it insert the two derivatives.

If a ∂E/∂a is read as the mean potential energy, as the Hellmann–Feynman theorem suggests, the relation becomes the virial theorem for this model at a fixed separation.

## The force at a = R = 1

In a calculation that moves the wells, the bonding condition is solved numerically at the current separation, and the force follows from the same numbers. For a = R = 1 the condition is q = 1 + exp(-q), and iteration converges to q ≈ 1.2785, with exp(-q) ≈ 0.2785. The energy is E ≈ -0.8172, and the formulas give

∂q/∂R ≈ -0.2785 and ∂E/∂R ≈ 0.3560.

The electronic force along R is thus about -0.3560, an attraction. No second solution at a neighbouring separation is needed. If the model includes a repulsion between the wells, its force is added before they are moved, and the condition is then solved again at the new R.

```lean
#print axioms DoubleDeltaMolecule.exists_bondingBranch
-- 'DoubleDeltaMolecule.exists_bondingBranch' depends on axioms: [propext, Classical.choice, Quot.sound]
#print axioms DoubleDeltaMolecule.energy_slope
-- 'DoubleDeltaMolecule.energy_slope' depends on axioms: [propext, Classical.choice, Quot.sound]
#print axioms DoubleDeltaMolecule.scaling_relation
-- 'DoubleDeltaMolecule.scaling_relation' depends on axioms: [propext, Classical.choice, Quot.sound]
```
